# Singlet ground states of two-electron site Hamiltonians with nonpositive, connected couplings

## Pairs of sites, exchange and spin

Let $S$ be a finite set of sites. A configuration $p=(i,j)$ places electron 1 on site $i$ and electron 2 on site $j$, and $\bar p=(j,i)$ is the exchanged configuration. A spatial function $x$ assigns a real amplitude $x_p$ to each configuration. Exchange acts by $(Px)_p=x_{\bar p}$; symmetric means $Px=x$, antisymmetric means $Px=-x$. The site orbitals are taken to be orthonormal, so the inner product is $\langle x,y\rangle=\sum_p x_py_p$.

The Hamiltonian $H$ is a real symmetric matrix indexed by configurations and does not act on spin. For a real number $E$, define the excess

$$Q_E(x)=\langle x,Hx\rangle-E\langle x,x\rangle .$$

For $x\neq0$ it is negative exactly when the mean energy of $x$ lies below $E$.

A space-spin function is a family $\Psi_{st}$ of spatial functions, with spin labels $s,t\in\{0,1\}$ for up and down. It is fermionic if $\Psi_{ts}(\bar p)=-\Psi_{st}(p)$. The singlet is written unnormalised: $\chi_{01}=1$, $\chi_{10}=-1$, $\chi_{00}=\chi_{11}=0$. The normalised spin function is $\chi/\sqrt2$.

## Conditions on the Hamiltonian

Three further conditions are imposed on $H$:

- **Sign:** $H_{pq}\le 0$ for $p\ne q$. This holds for hopping with amplitude $-t$, $t>0$, together with a repulsion that is diagonal in the site basis. A positive direct exchange integral coupling $(i,j)$ to $(j,i)$ violates it.
- **Connectedness:** any two configurations are joined by a chain of nonzero matrix elements, so the electrons can reach every arrangement.
- **Exchange invariance:** $H_{\bar p\bar q}=H_{pq}$, because the electrons are identical.

The two-site Hubbard model of H$_2$ satisfies all of them for hopping strength $t>0$ and any on-site $U$ (here $t$ is not a spin label). Moving one electron at a time connects its four configurations.

## What is proved, and how Lean says it

Under these conditions, every real fermionic ground state has the form $\Psi_{st}=\chi_{st}\,\psi$ with $\psi\ne0$ and $P\psi=\psi$. This is `ground_state_singlet`. For two electrons in such a finite, spin-independent model, a ground-state calculation may therefore be restricted to symmetric spatial functions.

`IsExchangeHamiltonian` collects the conditions on $H$, with `Relation.ReflTransGen` expressing the chains. `exchange` is $P$, `excess H E x` is $Q_E(x)$, and `singlet` is $\chi$. `IsGroundState H E Ψ` requires $\Psi$ to be fermionic and nonzero, each component to satisfy $H\Psi_{st}=E\Psi_{st}$, and $\sum_{s,t}Q_E(\Phi_{st})\ge0$ for every fermionic $\Phi$. The minimum is thus taken over all spin states, triplets included.

A second theorem, `antisymmetric_above`, says that, under the same conditions on $H$, if $E$ bounds the energies of symmetric functions from below, every nonzero antisymmetric function has energy strictly above $E$. `hubbardDimer_witness` verifies the conditions for the H$_2$ model.

The sign condition depends on the chosen basis and is assumed, not derived from the Coulomb interaction. The theorems concern real amplitudes, two electrons and finitely many sites, and they make no statement about the sign or uniqueness of $\psi$.

## Symmetric functions set the lower bound

Since $H$ is symmetric,

$$Q_E(x+cy)=Q_E(x)+2c\big(\langle y,Hx\rangle-E\langle y,x\rangle\big)+c^2Q_E(y).$$

Relabelling $p\to\bar p$ in the sums gives $Q_E(Px)=Q_E(x)$. Put $y=Px$ and add the cases $c=\pm1$; the cross terms cancel:

$$Q_E(x+Px)+Q_E(x-Px)=4Q_E(x).\tag{1}$$

Next replace $x$ by $|x|$, taken entry by entry. The norm and the diagonal terms are unchanged. For $p\neq q$, $x_px_q\le|x_p||x_q|$ and $H_{pq}\le0$ give $H_{pq}|x_p||x_q|\le H_{pq}x_px_q$. Hence $Q_E(|x|)\le Q_E(x)$.

Now suppose $Q_E\ge0$ on symmetric functions. The function $|x-Px|$ is symmetric, so $0\le Q_E(|x-Px|)\le Q_E(x-Px)$. Also $Q_E(x+Px)\ge0$. By (1), $Q_E(x)\ge0$ for every $x$.

## Antisymmetric functions lie strictly higher

Keep that assumption, and suppose $Pa=-a$, $a\ne0$, but $Q_E(a)\le0$. Then $u=|a|$ has $Q_E(u)\le0$.

Let $a_p=0$ and let $e_p$ be the function equal to 1 at $p$ and 0 elsewhere. Write $g=(Hu)_p$ and $k=Q_E(e_p)\ge0$. Since $u_p=0$,

$$0\le Q_E(u+ce_p)\le 2cg+c^2k .$$

If $g<0$, the choice $c=-g/(k+1)>0$ turns the right side into $c(g-c)<0$, a contradiction. So $g\ge0$. But $g=\sum_r H_{pr}u_r$ has only nonpositive terms, the term $r=p$ being zero, so every term vanishes. If $H_{pq}\ne0$, then $u_q=0$ and $a_q=0$.

Zeros therefore spread along nonzero matrix elements. Antisymmetry supplies a first one: $a_{(i,i)}=-a_{(i,i)}$ forces $a_{(i,i)}=0$. Connectedness then gives $a=0$, a contradiction. Hence $Q_E(a)>0$.

## From spatial symmetry to the singlet

Let $\Psi$ be a ground state with energy $E$. For symmetric $x$, the family $\chi_{st}x$ is fermionic with total excess $2Q_E(x)$, so $Q_E(x)\ge0$ and the preceding results apply.

Each component satisfies $Q_E(\Psi_{st})=0$ by the eigenvalue equation. If some $x=\Psi_{st}$ were not symmetric, $x-Px$ would be nonzero and antisymmetric, and (1) would give $4Q_E(x)>0$. So all components are symmetric, and the fermionic condition becomes $\Psi_{ts}=-\Psi_{st}$. Thus $\Psi_{00}=\Psi_{11}=0$ and $\Psi_{10}=-\Psi_{01}$. Take $\psi=\Psi_{01}$; it is nonzero because $\Psi$ is.

## Without hopping, a triplet can be a ground state

Set $t=0$ and $U>0$ in the two-site model. Only connectedness fails. In the order $(0,0),(0,1),(1,0),(1,1)$ the Hamiltonian is $\mathrm{diag}(U,0,0,U)$, with lowest energy 0. Let $a_{(0,1)}=1/\sqrt2$, $a_{(1,0)}=-1/\sqrt2$, and $a=0$ elsewhere. Taking $\Psi_{00}=a$ and all other components zero gives a normalised fermionic ground state with both spins up. This is the singlet-triplet degeneracy of two separated atoms.

## The Lean file

```lean
import Mathlib

open Matrix

namespace TwoElectronSinglet

noncomputable section

variable {S : Type*}

/-- Exchange of the positions of the two electrons in a spatial function. -/
def exchange (x : S × S → ℝ) : S × S → ℝ := fun p => x p.swap

/-- A real symmetric two-electron Hamiltonian on pairs of sites with nonpositive off-diagonal
entries, connected nonzero pattern, and invariance under exchange of the electrons. -/
structure IsExchangeHamiltonian (H : Matrix (S × S) (S × S) ℝ) : Prop where
  symm : Hᵀ = H
  nonpos : ∀ p q, p ≠ q → H p q ≤ 0
  connected : ∀ p q, Relation.ReflTransGen (fun r s => H r s ≠ 0) p q
  exchange_inv : ∀ p q, H p.swap q.swap = H p q

/-- The unnormalised singlet spin function, up-down minus down-up. -/
def singlet : Matrix (Fin 2) (Fin 2) ℝ := !![0, 1; -1, 0]

/-- A space-spin function is fermionic if it changes sign when positions and spins of the two
electrons are exchanged together. -/
def IsFermionic (Ψ : Fin 2 → Fin 2 → S × S → ℝ) : Prop :=
  ∀ s t p, Ψ t s p.swap = -Ψ s t p

variable [Fintype S] {H : Matrix (S × S) (S × S) ℝ} {E : ℝ}

/-- The energy form of a spatial function minus `E` times its squared norm. -/
def excess (H : Matrix (S × S) (S × S) ℝ) (E : ℝ) (x : S × S → ℝ) : ℝ :=
  x ⬝ᵥ H *ᵥ x - E * (x ⬝ᵥ x)

/-- A fermionic ground state of energy `E`: a nonzero fermionic eigenfunction of the
spin-independent `H`, where no fermionic function has an energy below `E`. -/
structure IsGroundState (H : Matrix (S × S) (S × S) ℝ) (E : ℝ)
    (Ψ : Fin 2 → Fin 2 → S × S → ℝ) : Prop where
  fermionic : IsFermionic Ψ
  ne_zero : Ψ ≠ 0
  eigen : ∀ s t, H *ᵥ Ψ s t = E • Ψ s t
  lowest : ∀ Φ, IsFermionic Φ → 0 ≤ ∑ s, ∑ t, excess H E (Φ s t)

/-- Second-order expansion of the excess energy under a variation `c • y`, for symmetric `H`. -/
theorem excess_add (hS : Hᵀ = H) (E : ℝ) (x y : S × S → ℝ) (c : ℝ) :
    excess H E (x + c • y) =
      excess H E x + 2 * c * (y ⬝ᵥ H *ᵥ x - E * (y ⬝ᵥ x)) + c ^ 2 * excess H E y := by
  have h : x ⬝ᵥ H *ᵥ y = y ⬝ᵥ H *ᵥ x := by
    rw [Matrix.dotProduct_mulVec, ← Matrix.mulVec_transpose, hS, dotProduct_comm]
  simp only [excess, Matrix.mulVec_add, Matrix.mulVec_smul, dotProduct_add, add_dotProduct,
    dotProduct_smul, smul_dotProduct, smul_eq_mul]
  linear_combination c * h - c * E * dotProduct_comm x y

/-- For an exchange-invariant Hamiltonian the excess energies of the symmetric and antisymmetric
combinations `x + exchange x` and `x - exchange x` add up to four times the excess energy of `x`. -/
theorem excess_split (h : IsExchangeHamiltonian H) (E : ℝ) (x : S × S → ℝ) :
    excess H E (x + exchange x) + excess H E (x - exchange x) = 4 * excess H E x := by
  -- exchanging the electrons leaves energy and norm unchanged
  have hn : exchange x ⬝ᵥ exchange x = x ⬝ᵥ x := by
    change ∑ p, exchange x p * exchange x p = ∑ p, x p * x p
    exact Fintype.sum_equiv (Equiv.prodComm S S) _ _ fun _ => rfl
  have he : exchange x ⬝ᵥ H *ᵥ exchange x = x ⬝ᵥ H *ᵥ x := by
    simp only [dotProduct, Matrix.mulVec]
    refine Fintype.sum_equiv (Equiv.prodComm S S) _ _ fun p => ?_
    have hq : ∑ q, H p q * x q.swap = ∑ q, H p.swap q * x q :=
      Fintype.sum_equiv (Equiv.prodComm S S) _ _ fun q => by
        change H p q * x q.swap = H p.swap q.swap * x q.swap
        rw [h.exchange_inv]
    exact congrArg (fun r => x p.swap * r) hq
  have hx : excess H E (exchange x) = excess H E x := by
    unfold excess
    rw [hn, he]
  have h1 := excess_add h.symm E x (exchange x) 1
  have h2 := excess_add h.symm E x (exchange x) (-1)
  rw [one_smul, hx] at h1
  rw [neg_one_smul, ← sub_eq_add_neg, hx] at h2
  linarith

/-- With nonpositive off-diagonal entries, replacing all amplitudes by their absolute values
does not raise the excess energy. -/
theorem excess_abs_le (h : IsExchangeHamiltonian H) (E : ℝ) (x : S × S → ℝ) :
    excess H E (fun p => |x p|) ≤ excess H E x := by
  simp only [excess, dotProduct, Matrix.mulVec, abs_mul_abs_self]
  have h1 : ∑ p, |x p| * ∑ q, H p q * |x q| ≤ ∑ p, x p * ∑ q, H p q * x q := by
    simp only [Finset.mul_sum]
    refine Finset.sum_le_sum fun p _ => Finset.sum_le_sum fun q _ => ?_
    by_cases hpq : p = q
    · subst hpq
      apply le_of_eq
      linear_combination H p p * abs_mul_abs_self (x p)
    · have h3 := h.nonpos p q hpq
      have h4 : x p * x q ≤ |x p| * |x q| := by
        rw [← abs_mul]
        exact le_abs_self _
      nlinarith [mul_nonneg (neg_nonneg.2 h3) (sub_nonneg.2 h4)]
  linarith

/-- Let `H` satisfy `IsExchangeHamiltonian`. If no exchange-symmetric spatial function has an energy
below `E`, then no spatial function at all has one. -/
theorem excess_nonneg (h : IsExchangeHamiltonian H)
    (hE : ∀ x, exchange x = x → 0 ≤ excess H E x) (x : S × S → ℝ) : 0 ≤ excess H E x := by
  have hs := hE (x + exchange x) (funext fun p => add_comm (x p.swap) (x p))
  -- the absolute value of the antisymmetric part is symmetric
  have ha := hE (fun p => |(x - exchange x) p|)
    (funext fun p => abs_sub_comm (x p.swap) (x p))
  have hb := excess_abs_le h E (x - exchange x)
  have hx := excess_split h E x
  linarith

/-- Let `H` satisfy `IsExchangeHamiltonian`. Every nonzero antisymmetric spatial function has an
energy strictly above any lower bound `E` of the energies of the symmetric ones. -/
theorem antisymmetric_above (h : IsExchangeHamiltonian H)
    (hE : ∀ x, exchange x = x → 0 ≤ excess H E x) {a : S × S → ℝ}
    (ha : exchange a = -a) (h0 : a ≠ 0) : 0 < excess H E a := by
  classical
  by_contra hn
  obtain ⟨u, hu⟩ : ∃ u : S × S → ℝ, u = fun p => |a p| := ⟨_, rfl⟩
  have hu0 : excess H E u ≤ 0 := by
    rw [hu]
    exact (excess_abs_le h E a).trans (not_lt.1 hn)
  have hur : ∀ r, u r = |a r| := fun r => by rw [hu]
  -- a zero of the function spreads to every configuration coupled to it
  have step : ∀ p q, H p q ≠ 0 → a p = 0 → a q = 0 := by
    intro p q hpq hp
    have hup : u p = 0 := by rw [hur, hp, abs_zero]
    have hg : 0 ≤ (H *ᵥ u) p := by
      by_contra hneg
      have hg' := not_le.1 hneg
      have hk := excess_nonneg h hE (Pi.single p 1)
      obtain ⟨c, hc⟩ : ∃ c : ℝ, c = -(H *ᵥ u) p / (excess H E (Pi.single p 1) + 1) := ⟨_, rfl⟩
      have hcpos : 0 < c := by
        rw [hc]
        exact div_pos (by linarith) (by linarith)
      have hck : c * (excess H E (Pi.single p 1) + 1) = -(H *ᵥ u) p := by
        rw [hc]
        exact div_mul_cancel₀ _ (by linarith)
      have h1 := excess_add h.symm E u (Pi.single p 1) c
      simp only [single_dotProduct, one_mul, hup, mul_zero, sub_zero] at h1
      have h2 := excess_nonneg h hE (u + c • Pi.single p 1)
      have h3 : 2 * c * (H *ᵥ u) p + c ^ 2 * excess H E (Pi.single p 1)
          = c * ((H *ᵥ u) p - c) := by linear_combination c * hck
      have h4 : c * ((H *ᵥ u) p - c) < 0 := mul_neg_of_pos_of_neg hcpos (by linarith)
      linarith
    have hterm : ∀ r, 0 ≤ -(H p r * u r) := by
      intro r
      by_cases hr : p = r
      · rw [← hr, hup, mul_zero, neg_zero]
      · have hur' : 0 ≤ u r := by
          rw [hur]
          exact abs_nonneg _
        exact neg_nonneg.2 (mul_nonpos_of_nonpos_of_nonneg (h.nonpos p r hr) hur')
    have hle := Finset.single_le_sum (f := fun r => -(H p r * u r))
      (fun r _ => hterm r) (Finset.mem_univ q)
    have hsum : ∑ r, -(H p r * u r) = -(H *ᵥ u) p := by
      rw [Finset.sum_neg_distrib]
      rfl
    have hz : H p q * u q = 0 := by
      have := hterm q
      simp only [hsum] at hle
      linarith
    have huq := (mul_eq_zero.1 hz).resolve_left hpq
    rw [hur] at huq
    exact abs_eq_zero.1 huq
  have spread : ∀ p q, Relation.ReflTransGen (fun r s => H r s ≠ 0) p q →
      a p = 0 → a q = 0 := by
    intro p q hr hp
    induction hr with
    | refl => exact hp
    | tail _ hbc ih => exact step _ _ hbc ih
  -- antisymmetry supplies a zero where both electrons share a site
  refine h0 (funext fun q => spread (q.1, q.1) q (h.connected _ _) ?_)
  have hd : a (q.1, q.1) = -a (q.1, q.1) := congrFun ha (q.1, q.1)
  linarith

/-- Let `H` satisfy `IsExchangeHamiltonian`. If `E` bounds the energies of symmetric spatial
functions from below, every spatial function whose energy form equals `E` times its squared norm is
exchange-symmetric. -/
theorem exchange_eq_self (h : IsExchangeHamiltonian H)
    (hE : ∀ x, exchange x = x → 0 ≤ excess H E x) {x : S × S → ℝ}
    (hx : excess H E x = 0) : exchange x = x := by
  by_contra hne
  have ha : exchange (x - exchange x) = -(x - exchange x) :=
    funext fun p => (neg_sub (x p) (x p.swap)).symm
  have h1 := antisymmetric_above h hE ha (fun h0 => hne (sub_eq_zero.1 h0).symm)
  have h2 := hE (x + exchange x) (funext fun p => add_comm (x p.swap) (x p))
  have h3 := excess_split h E x
  linarith

/-- If `H` satisfies `IsExchangeHamiltonian`, every real fermionic ground state of `H` is a nonzero
exchange-symmetric spatial function times the singlet spin function. -/
theorem ground_state_singlet (h : IsExchangeHamiltonian H) {Ψ : Fin 2 → Fin 2 → S × S → ℝ}
    (hΨ : IsGroundState H E Ψ) :
    ∃ ψ : S × S → ℝ, ψ ≠ 0 ∧ exchange ψ = ψ ∧ ∀ s t, Ψ s t = singlet s t • ψ := by
  -- symmetric spatial functions enter the fermionic space through the singlet
  have hsym : ∀ x, exchange x = x → 0 ≤ excess H E x := by
    intro x hx
    have hf : IsFermionic (fun s t => singlet s t • x) := by
      intro s t p
      have hp : x p.swap = x p := congrFun hx p
      fin_cases s <;> fin_cases t <;> simp [singlet, hp]
    have hl := hΨ.lowest _ hf
    simp [Fin.sum_univ_two, singlet, excess, Matrix.mulVec_neg] at hl
    unfold excess
    linarith
  have comp : ∀ s t, exchange (Ψ s t) = Ψ s t := fun s t =>
    exchange_eq_self h hsym (by
      rw [excess, hΨ.eigen, dotProduct_smul, smul_eq_mul, sub_self])
  -- symmetry in space leaves antisymmetry in spin
  have anti : ∀ s t p, Ψ t s p = -Ψ s t p := fun s t p =>
    (congrFun (comp t s) p).symm.trans (hΨ.fermionic s t p)
  have form : ∀ s t, Ψ s t = singlet s t • Ψ 0 1 := by
    intro s t
    funext p
    have h00 := anti 0 0 p
    have h11 := anti 1 1 p
    have h01 := anti 0 1 p
    fin_cases s <;> fin_cases t <;> simp [singlet] <;> linarith
  refine ⟨Ψ 0 1, fun h0 => hΨ.ne_zero ?_, comp 0 1, form⟩
  funext s t
  rw [form s t, h0, smul_zero]
  rfl

/-- The two-site Hubbard Hamiltonian of H2 on pairs of sites, with hopping amplitude `-t` and
on-site repulsion `U`. -/
def hubbardDimer (t U : ℝ) : Matrix (Fin 2 × Fin 2) (Fin 2 × Fin 2) ℝ :=
  Matrix.of fun p q =>
    if p = q then (if p.1 = p.2 then U else 0)
    else if p.1 = q.1 ∨ p.2 = q.2 then -t else 0

/-- For `t > 0` and any `U` the two-site Hubbard Hamiltonian is symmetric and exchange-invariant,
with nonpositive off-diagonal entries and connected nonzero pattern. -/
theorem hubbardDimer_witness {t : ℝ} (ht : 0 < t) (U : ℝ) :
    IsExchangeHamiltonian (hubbardDimer t U) where
  symm := by
    ext ⟨i, j⟩ ⟨k, l⟩
    fin_cases i <;> fin_cases j <;> fin_cases k <;> fin_cases l <;> simp [hubbardDimer]
  nonpos := by
    intro p q hne
    simp only [hubbardDimer, Matrix.of_apply, if_neg hne]
    split_ifs <;> linarith
  connected := by
    -- move one electron at a time
    have step : ∀ p q : Fin 2 × Fin 2, (p.1 = q.1 ∨ p.2 = q.2) →
        Relation.ReflTransGen (fun r s => hubbardDimer t U r s ≠ 0) p q := by
      intro p q hpq
      by_cases hne : p = q
      · rw [hne]
      · refine Relation.ReflTransGen.single ?_
        simp only [hubbardDimer, Matrix.of_apply, if_neg hne, if_pos hpq]
        exact neg_ne_zero.2 ht.ne'
    intro p q
    exact (step p (q.1, p.2) (Or.inr rfl)).trans (step (q.1, p.2) q (Or.inl rfl))
  exchange_inv := by
    rintro ⟨i, j⟩ ⟨k, l⟩
    fin_cases i <;> fin_cases j <;> fin_cases k <;> fin_cases l <;> simp [hubbardDimer]

end

end TwoElectronSinglet
```

```lean
#print axioms TwoElectronSinglet.ground_state_singlet
```

```
'TwoElectronSinglet.ground_state_singlet' depends on axioms: [propext, Classical.choice, Quot.sound]
```

## The lemmas and their main steps

`excess_add` is the second-order expansion; `linear_combination` closes it using the symmetry of $H$. `excess_split` is equation (1), where `Fintype.sum_equiv` with `Equiv.prodComm` performs the relabelling $p\to\bar p$.

`excess_abs_le` compares the double sums term by term, treating diagonal and off-diagonal entries separately. `excess_nonneg` combines it with the splitting to extend the lower bound to all spatial functions.

In `antisymmetric_above`, the inner claim `step` carries out the variation at a zero. Its `hg` is $g\ge0$, and `Finset.single_le_sum` isolates one term of the sum. The claim `spread` is an induction along the chain of nonzero entries, started at the doubly occupied configuration `(q.1, q.1)`.

`exchange_eq_self` turns zero excess into exchange symmetry. In `ground_state_singlet`, `hsym` inserts symmetric functions into the fermionic space through the singlet, `comp` gives the symmetry of each component, and `anti` the antisymmetry in spin. The case split over spin labels in `form` then reads off the singlet.

For the Hubbard model, `hubbardDimer_witness` checks symmetry and exchange invariance by enumerating sites, and connects any two configurations by moving first electron 1, then electron 2.
